# Coupling magnitudes alone do not fix the levels of three interacting states

## Three degenerate states coupled by spin-orbit interaction

Spin-orbit couplings between electronic states are often quoted as magnitudes, although the matrix elements themselves are complex numbers. Suppose that three states of equal energy are coupled pairwise with the same magnitude $v$. Do these data determine the levels?

A $p$ electron supplies an example. Take the real orbitals $p_x, p_y, p_z$ as states 1, 2, 3, and the operator $\xi\,\mathbf l\cdot\mathbf s$ with $\hbar=1$ and $\xi>0$. If the spin is held antiparallel to $(1,1,1)$, the orbital part is $-\xi(l_x+l_y+l_z)/(2\sqrt3)$. Since $\langle p_x|l_z|p_y\rangle=-i$, and likewise under cyclic permutation,

$$H_{12}=H_{23}=H_{31}=iv,\qquad v=\frac{\xi}{2\sqrt3}.$$

Holding the spin fixed is a simplification that the theorems do not justify. The full operator also contains spin-flip terms, and its levels in the $p$ shell are $\xi/2$ and $-\xi$, not those of this matrix.

## The two spectra

For $v>0$, the Hermitian matrix with zero diagonal and these couplings has exactly the levels $0,\ \sqrt3\,v,\ -\sqrt3\,v$. Replacing every entry by its modulus gives exactly the levels $2v$ and $-v$, and the two matrices have no level in common. This is `moduli_do_not_determine_levels`.

In the Lean code:

- `cyclicCoupling c` is the matrix with $H_{12}=H_{23}=H_{31}=c$, the conjugate entries opposite and all diagonal energies zero. Lean numbers the states from 0, so $H_{12}$ is its entry $(0,1)$.
- `moduli` takes the modulus of each entry. It is not the operator absolute value $\sqrt{A^\dagger A}$.
- `IsLevel A E` says that $E$ is an eigenvalue: some nonzero vector $x$ satisfies $Ax=Ex$. The vector need not be normalised, and $E$ ranges over all complex numbers.
- `secular A E` is $\det(E-A)$. Its factorisation records multiplicities, which `IsLevel` does not; `secular_moduli` shows that $-v$ is a double root.

The sign condition on $v$ has two roles. At $v=0$ both matrices vanish and share the level $0$, so disjointness needs $v\neq0$. For negative $v$ the moduli give $2|v|$ and $-|v|$, so the formulas written in $v$ need $v\ge0$.

In electronic-structure work, the result concerns the diagonalisation of a spin-orbit matrix between precomputed states: even in this degenerate three-state model, a table of magnitudes is insufficient input.

## From the determinant to the levels

Let $c$ be any complex coupling and $c^*$ its conjugate. Expanding along the first row gives

$$\det(E-H)=E(E^2-cc^*)-c(c^*E+c^2)-c^*(c^{*2}+cE)$$
$$=E^3-3cc^*E-(c^3+c^{*3}).$$

The last bracket depends on the phase of $c$. Write $c=p+iq$ with real $p,q$. Then $c+c^*=2p$, $cc^*=p^2+q^2$, and

$$c^3+c^{*3}=(c+c^*)^3-3cc^*(c+c^*)=2p^3-6pq^2.$$

The determinant therefore factorises:

$$E^3-3(p^2+q^2)E-2p^3+6pq^2=(E-2p)\big[(E+p)^2-3q^2\big].$$

Its roots are $2p$ and $-p\pm\sqrt3\,q$. For $c=ve^{i\varphi}$ we have $p=v\cos\varphi$ and $q=v\sin\varphi$, and the addition theorem turns the roots into

$$2v\cos\varphi,\qquad 2v\cos\!\left(\varphi+\tfrac{2\pi}{3}\right),\qquad 2v\cos\!\left(\varphi-\tfrac{2\pi}{3}\right).$$

The levels thus move with the phase at fixed magnitude. Setting $c=iv$ gives $E(E^2-3v^2)$, while $c=v$, the matrix of moduli, gives $(E-2v)(E+v)^2$.

For a common level, insert $E=2v$ or $E=-v$ into $E(E^2-3v^2)$. Both give $2v^3$, which is nonzero for $v>0$.

Two states behave differently. With real energies $a,b$ and coupling $c$,

$$\det(E-H)=(E-a)(E-b)-|c|^2,$$

so the magnitude suffices for the levels.

## Numbers for a coupling of 100 cm⁻¹

Let $v=100\ \mathrm{cm^{-1}}$. The imaginary couplings give $0$ and $\pm173.2\ \mathrm{cm^{-1}}$; their moduli give $200$, $-100$ and $-100\ \mathrm{cm^{-1}}$. The lowest level is wrong by about $73\ \mathrm{cm^{-1}}$.

The normalised state $(1,1,1)/\sqrt3$ shows the difference directly. Each row of the first matrix contains $0$, $100i$ and $-100i$, which sum to zero, so this state has energy $0$. Each row of the second contains $0$, $100$ and $100$, so the same state has energy $200\ \mathrm{cm^{-1}}$.

## The Lean file

```lean
import Mathlib

open Matrix ComplexConjugate

namespace SpinOrbitPhases

noncomputable section

/-- Three states of zero energy with couplings `H₁₂ = H₂₃ = H₃₁ = c` and the complex
conjugate couplings in the opposite direction. -/
def cyclicCoupling (c : ℂ) : Matrix (Fin 3) (Fin 3) ℂ :=
  !![0, c, conj c; conj c, 0, c; c, conj c, 0]

/-- The matrix in which every entry is replaced by its modulus. -/
def moduli (A : Matrix (Fin 3) (Fin 3) ℂ) : Matrix (Fin 3) (Fin 3) ℂ :=
  A.map (fun z => ((‖z‖ : ℝ) : ℂ))

/-- The secular determinant `det (E - A)`. -/
def secular {n : Type*} [Fintype n] [DecidableEq n] (A : Matrix n n ℂ) (E : ℂ) : ℂ :=
  (E • (1 : Matrix n n ℂ) - A).det

/-- `E` is a level of `A` if some nonzero state `x` satisfies `A x = E x`. -/
def IsLevel {n : Type*} [Fintype n] (A : Matrix n n ℂ) (E : ℂ) : Prop :=
  ∃ x : n → ℂ, x ≠ 0 ∧ A *ᵥ x = E • x

/-- The matrix of cyclic couplings is Hermitian. -/
theorem cyclicCoupling_isHermitian (c : ℂ) : (cyclicCoupling c).IsHermitian := by
  ext i j
  fin_cases i <;> fin_cases j <;> simp [cyclicCoupling, Matrix.conjTranspose_apply]

/-- The levels are exactly the zeros of the secular determinant. -/
theorem isLevel_iff_secular {n : Type*} [Fintype n] [DecidableEq n]
    (A : Matrix n n ℂ) (E : ℂ) : IsLevel A E ↔ secular A E = 0 := by
  rw [secular, ← Matrix.exists_mulVec_eq_zero_iff]
  refine exists_congr fun x => and_congr_right fun _ => ?_
  simp only [Matrix.sub_mulVec, Matrix.smul_mulVec, Matrix.one_mulVec, sub_eq_zero]
  exact eq_comm

/-- For a cyclic coupling `c` the secular determinant has the three roots
`2 Re c`, `-Re c - √3 Im c` and `-Re c + √3 Im c`. -/
theorem secular_cyclicCoupling (c E : ℂ) :
    secular (cyclicCoupling c) E =
      (E - 2 * (c.re : ℂ)) * (E + c.re + ((√3 : ℝ) : ℂ) * c.im)
        * (E + c.re - ((√3 : ℝ) : ℂ) * c.im) := by
  -- the determinant depends on the sum and the product of the two couplings
  have gen : ∀ x y : ℂ, secular !![0, x, y; y, 0, x; x, y, 0] E =
      E ^ 3 - 3 * (x * y) * E - ((x + y) ^ 3 - 3 * (x * y) * (x + y)) := by
    intro x y
    simp [secular, Matrix.det_fin_three]
    ring
  have hs : c + conj c = 2 * (c.re : ℂ) := by simp [Complex.add_conj]
  have hp : c * conj c = (c.re : ℂ) ^ 2 + (c.im : ℂ) ^ 2 := by
    rw [Complex.mul_conj, Complex.normSq_apply]
    push_cast
    ring
  have h3 : ((√3 : ℝ) : ℂ) ^ 2 = 3 := by
    exact_mod_cast Real.sq_sqrt (show (0 : ℝ) ≤ 3 by norm_num)
  rw [cyclicCoupling, gen, hs, hp]
  linear_combination (E - 2 * (c.re : ℂ)) * (c.im : ℂ) ^ 2 * h3

/-- For a coupling `v exp(iφ)` the roots of the secular determinant are `2v cos φ`,
`2v cos(φ + 2π/3)` and `2v cos(φ - 2π/3)`. -/
theorem secular_phase (v φ : ℝ) (E : ℂ) :
    secular (cyclicCoupling ((v : ℂ) * Complex.exp ((φ : ℂ) * Complex.I))) E =
      (E - ((2 * v * Real.cos φ : ℝ) : ℂ))
        * (E - ((2 * v * Real.cos (φ + 2 * Real.pi / 3) : ℝ) : ℂ))
        * (E - ((2 * v * Real.cos (φ - 2 * Real.pi / 3) : ℝ) : ℂ)) := by
  have hc : Real.cos (2 * Real.pi / 3) = -(1 / 2) := by
    rw [show 2 * Real.pi / 3 = Real.pi - Real.pi / 3 by ring, Real.cos_pi_sub,
      Real.cos_pi_div_three]
  have hsin : Real.sin (2 * Real.pi / 3) = √3 / 2 := by
    rw [show 2 * Real.pi / 3 = Real.pi - Real.pi / 3 by ring, Real.sin_pi_sub,
      Real.sin_pi_div_three]
  -- the addition theorem turns the shifted cosines into real and imaginary parts
  have h1 : 2 * v * Real.cos (φ + 2 * Real.pi / 3)
      = -(v * Real.cos φ) - √3 * (v * Real.sin φ) := by
    rw [Real.cos_add, hc, hsin]
    ring
  have h2 : 2 * v * Real.cos (φ - 2 * Real.pi / 3)
      = -(v * Real.cos φ) + √3 * (v * Real.sin φ) := by
    rw [Real.cos_sub, hc, hsin]
    ring
  rw [secular_cyclicCoupling, Complex.re_ofReal_mul, Complex.im_ofReal_mul,
    Complex.exp_ofReal_mul_I_re, Complex.exp_ofReal_mul_I_im, h1, h2]
  push_cast
  ring

/-- For the imaginary coupling `iv` the roots of the secular determinant are
`0`, `√3 v` and `-√3 v`. -/
theorem secular_imaginary (v : ℝ) (E : ℂ) :
    secular (cyclicCoupling ((v : ℂ) * Complex.I)) E =
      E * (E - ((√3 : ℝ) : ℂ) * v) * (E + ((√3 : ℝ) : ℂ) * v) := by
  have hre : ((v : ℂ) * Complex.I).re = 0 := by simp
  have him : ((v : ℂ) * Complex.I).im = v := by simp
  rw [secular_cyclicCoupling, hre, him]
  push_cast
  ring

/-- If the entries of the matrix with coupling `iv`, `v ≥ 0`, are replaced by their moduli,
the secular determinant has the simple factor `E - 2v` and the squared factor `E + v`. -/
theorem secular_moduli {v : ℝ} (hv : 0 ≤ v) (E : ℂ) :
    secular (moduli (cyclicCoupling ((v : ℂ) * Complex.I))) E =
      (E - 2 * (v : ℂ)) * (E + v) ^ 2 := by
  have hm : ∀ c : ℂ, moduli (cyclicCoupling c) = cyclicCoupling ((‖c‖ : ℝ) : ℂ) := by
    intro c
    ext i j
    fin_cases i <;> fin_cases j <;> simp [moduli, cyclicCoupling]
  have hn : ‖(v : ℂ) * Complex.I‖ = v := by simp [abs_of_nonneg hv]
  rw [hm, hn, secular_cyclicCoupling, Complex.ofReal_re, Complex.ofReal_im]
  push_cast
  ring

/-- For `v > 0` the coupling `iv` gives exactly the levels `0`, `√3 v`, `-√3 v`, the moduli
of the same entries give exactly `2v` and `-v`, and no level is common to both matrices. -/
theorem moduli_do_not_determine_levels {v : ℝ} (hv : 0 < v) :
    (∀ E : ℂ, IsLevel (cyclicCoupling ((v : ℂ) * Complex.I)) E ↔
      E = 0 ∨ E = ((√3 : ℝ) : ℂ) * v ∨ E = -(((√3 : ℝ) : ℂ) * v)) ∧
    (∀ E : ℂ, IsLevel (moduli (cyclicCoupling ((v : ℂ) * Complex.I))) E ↔
      E = 2 * (v : ℂ) ∨ E = -(v : ℂ)) ∧
    (∀ E : ℂ, ¬ (IsLevel (cyclicCoupling ((v : ℂ) * Complex.I)) E ∧
      IsLevel (moduli (cyclicCoupling ((v : ℂ) * Complex.I))) E)) := by
  have hmod : ∀ E : ℂ, IsLevel (moduli (cyclicCoupling ((v : ℂ) * Complex.I))) E ↔
      E = 2 * (v : ℂ) ∨ E = -(v : ℂ) := by
    intro E
    rw [isLevel_iff_secular, secular_moduli hv.le, mul_eq_zero,
      pow_eq_zero_iff two_ne_zero, sub_eq_zero, add_eq_zero_iff_eq_neg]
  refine ⟨fun E => ?_, hmod, ?_⟩
  · rw [isLevel_iff_secular, secular_imaginary, mul_eq_zero, mul_eq_zero, sub_eq_zero,
      add_eq_zero_iff_eq_neg, or_assoc]
  · rintro E ⟨h1, h2⟩
    rw [isLevel_iff_secular, secular_imaginary] at h1
    have h3 : ((√3 : ℝ) : ℂ) ^ 2 = 3 := by
      exact_mod_cast Real.sq_sqrt (show (0 : ℝ) ≤ 3 by norm_num)
    have hv3 : (v : ℂ) ^ 3 ≠ 0 := pow_ne_zero 3 (Complex.ofReal_ne_zero.mpr hv.ne')
    -- a common level would force v³ = 0
    rcases (hmod E).mp h2 with h | h
    · rw [h] at h1
      exact hv3 (by linear_combination h1 / 2 + (v : ℂ) ^ 3 * h3)
    · rw [h] at h1
      exact hv3 (by linear_combination h1 / 2 - (v : ℂ) ^ 3 / 2 * h3)

/-- For two states with energies `a`, `b` and coupling `c`, replacing the coupling by its
modulus leaves the secular determinant unchanged. -/
theorem two_states_modulus_suffices (a b : ℝ) (c E : ℂ) :
    secular !![(a : ℂ), c; conj c, (b : ℂ)] E =
      secular !![(a : ℂ), ((‖c‖ : ℝ) : ℂ); ((‖c‖ : ℝ) : ℂ), (b : ℂ)] E := by
  have gen : ∀ x y : ℂ, secular !![(a : ℂ), x; y, (b : ℂ)] E =
      (E - a) * (E - b) - x * y := by
    intro x y
    simp [secular, Matrix.det_fin_two]
  have h : c * conj c = ((‖c‖ : ℝ) : ℂ) * ((‖c‖ : ℝ) : ℂ) := by
    rw [Complex.mul_conj, Complex.normSq_eq_norm_sq]
    push_cast
    ring
  rw [gen, gen, h]

end

end SpinOrbitPhases
```

```lean
#print axioms SpinOrbitPhases.cyclicCoupling_isHermitian
#print axioms SpinOrbitPhases.secular_phase
#print axioms SpinOrbitPhases.moduli_do_not_determine_levels
#print axioms SpinOrbitPhases.two_states_modulus_suffices
```

```
'SpinOrbitPhases.cyclicCoupling_isHermitian' depends on axioms: [propext, Classical.choice, Quot.sound]
'SpinOrbitPhases.secular_phase' depends on axioms: [propext, Classical.choice, Quot.sound]
'SpinOrbitPhases.moduli_do_not_determine_levels' depends on axioms: [propext, Classical.choice, Quot.sound]
'SpinOrbitPhases.two_states_modulus_suffices' depends on axioms: [propext, Classical.choice, Quot.sound]
```

## How the lemmas combine

`cyclicCoupling_isHermitian` compares the matrix with its conjugate transpose entry by entry. `isLevel_iff_secular` rewrites $Ax=Ex$ as $(E-A)x=0$ and uses the fact that a nonzero solution exists exactly when the determinant vanishes.

`secular_cyclicCoupling` contains the main calculation. Its auxiliary statement `gen` expands the determinant for two independent numbers $x,y$ in place of $c,c^*$. The facts `hs` and `hp` then insert the sum $2p$ and the product $p^2+q^2$. The closing `linear_combination` uses $(\sqrt3)^2=3$ to match the expanded polynomial with its factors.

`secular_phase` evaluates the sine and cosine of $2\pi/3$ and applies the addition theorem. `secular_imaginary` specialises the general factorisation to $p=0$, $q=v$. In `secular_moduli`, the step `hm` shows that taking moduli of a cyclic matrix gives another cyclic matrix, with coupling $|c|$, so the same factorisation applies again.

The main theorem reads the levels from the factors by setting each one to zero. For disjointness it takes a supposed common level, splits into the cases $E=2v$ and $E=-v$, and derives $v^3=0$ in each, contradicting $v>0$.

`two_states_modulus_suffices` expands the $2\times2$ determinant and replaces $cc^*$ by $|c|^2$. It proves equality of the secular determinants, hence of the levels with their multiplicities; the eigenvectors may still depend on the phase.
